# A Strang step is exact up to one explicit exponential when its double commutators commute with both generators

A particle of mass \(m\) under a constant force \(F\) has the Hamiltonian \(p^2/2m - Fx\). A split-operator simulation advances it by half a potential kick, a full kinetic drift and another half kick. How far is this step from the exact propagator?

With \(A=-Fx\) and \(B=p^2/2m\), the double commutators are very simple: \([A,[A,B]]=-\hbar^2F^2/m\) is a number, and \([B,[B,A]]=0\). The calculation below uses that such double commutators commute with \(A\) and \(B\). It is proved in a complete normed algebra, which excludes \(x\) and \(p\) themselves, so for this particle it serves as a formal derivation.

## The error factor from a differential equation

Let \(A,B\) lie in a complete normed complex algebra, and put \(C=[A,B]\), \(Y=[A,C]\), \(Z=[B,[B,A]]\) and \(D=Z/12-Y/24\). Suppose that \(Y\) commutes with \(A\) and \(B\), and \(Z\) with \(B\). Then for every complex \(t\)

\[
S(t):=e^{tA/2}e^{tB}e^{tA/2}=e^{t(A+B)}e^{t^3D}.
\]

The Jacobi identity gives \([A,Z]=-[B,Y]=0\), so \(Z\) commutes with \(A\) too, and \(D\) commutes with \(A+B\).

If \(G'=XG\), then \(e^{-tX}G\) has derivative zero, so \(G(t)=e^{tX}G(0)\). Apply this to \(G(s)=P(s)e^{sX}\) with

\[
P(s)=V+s[X,V]+\tfrac{s^2}{2}[X,[X,V]].
\]

If \([X,[X,V]]\) commutes with \(X\), then \(P'=[X,P]\), hence \(G'=(P'+PX)e^{sX}=XG\). Therefore \(e^{sX}V=P(s)e^{sX}\). In particular,

\[
\begin{aligned}
e^{tA/2}B&=(B+\tfrac t2C+\tfrac{t^2}8Y)e^{tA/2},\\
e^{tB}A&=(A-tC+\tfrac{t^2}2Z)e^{tB},\\
e^{tA/2}C&=(C+\tfrac t2Y)e^{tA/2}.
\end{aligned}
\]

Differentiate \(S\) and move every generator to the left:

\[
\begin{aligned}
S'&=\Big[\tfrac A2+\big(B+\tfrac t2C+\tfrac{t^2}8Y\big)+\tfrac12\big(A-tC-\tfrac{t^2}2Y+\tfrac{t^2}2Z\big)\Big]S\\
&=(A+B+3t^2D)S.
\end{aligned}
\]

The terms in \(C\) cancel. Now let \(K=e^{-t^3D}S\). Since \(D\) commutes with \(A+B\),

\[
K'=-3t^2DK+(A+B+3t^2D)K=(A+B)K,\qquad K(0)=1.
\]

So \(K=e^{t(A+B)}\), and multiplying by \(e^{t^3D}\) gives the claim.

For the constant force, \(t=-i\tau/\hbar\) turns the error factor into \(e^{iF^2\tau^3/(24m\hbar)}\), a global phase that leaves densities and expectation values unchanged. This last application is heuristic: \(x\) and \(p\) are unbounded, whereas in a nonzero normed algebra no commutator is a nonzero multiple of the identity.

Hermitian matrices, such as \(x\) and \(p\) represented on a grid, satisfy the hypotheses only if \(A\) and \(B\) commute. Indeed, for Hermitian \(A\) and real \(s\) the moving rule gives \(e^{isA}Be^{-isA}=B+isC-\tfrac{s^2}2Y\). The left side has the same operator norm for every \(s\), so the polynomial on the right is constant and \(C=Y=0\). The theorem therefore never applies to Hermitian matrices \(A\) and \(B\) with \([A,B]\neq0\).

## A four-by-four instance

Let \(E_{ij}\) be the matrix with a single 1 in row \(i\), column \(j\), counted from 1. Take \(A=E_{12}+E_{34}\) and \(B=E_{12}+E_{23}\). These matrices are not Hermitian: they test the algebra and do not represent parts of a physical Hamiltonian. Then \(C=E_{13}-E_{24}\), \(Y=-2E_{14}\), \(Z=E_{14}\) and \(D=E_{14}/6\). Since \(A^2=0\) and \(B^3=0\), at \(t=1\)

\[
\begin{aligned}
S(1)&=(1+\tfrac A2)(1+B+\tfrac{B^2}2)(1+\tfrac A2)\\
&=1+A+B+E_{13}+\tfrac12E_{24}+\tfrac12E_{14},\\
e^{A+B}&=1+A+B+E_{13}+\tfrac12E_{24}+\tfrac13E_{14}.
\end{aligned}
\]

The factor \(e^D=1+E_{14}/6\) supplies the missing \(\tfrac16\) in the corner.

## Commutator, step and defect in Lean

```lean
import Mathlib

open NormedSpace

namespace StrangExactness
```

The commutator is defined for any ring.

```lean
/-- The commutator `[X, Y] = XY - YX`. -/
def comm {R : Type*} [Ring R] (X Y : R) : R := X * Y - Y * X
```

The type `𝔸` is the algebra of operators, and `strang A B t` is \(S(t)\). Real time uses \(t=-i\tau\), with \(\hbar=1\).

```lean
variable {𝔸 : Type*} [NormedRing 𝔸] [NormedAlgebra ℂ 𝔸]

/-- One Strang step: half a step with `A`, a full step with `B`, half a step with `A`. With `ħ = 1`,
real time `τ` corresponds to `t = -iτ`. -/
noncomputable def strang (A B : 𝔸) (t : ℂ) : 𝔸 :=
  exp ((t / 2) • A) * exp (t • B) * exp ((t / 2) • A)
```

`defect A B` is \(D\).

```lean
/-- The splitting defect `[B,[B,A]]/12 - [A,[A,B]]/24`. -/
noncomputable def defect (A B : 𝔸) : 𝔸 :=
  (1 / 12 : ℂ) • comm B (comm B A) - (1 / 24 : ℂ) • comm A (comm A B)
```

The hypotheses `hAY`, `hBY` and `hBZ` are the three commutation relations. The Jacobi identity, checked by `noncomm_ring`, yields the fourth.

```lean
/-- If `[A,[A,B]]` commutes with `A` and `B`, and `[B,[B,A]]` commutes with `B`, then
`[B,[B,A]]` commutes with `A` too, and the defect commutes with `A + B`. -/
theorem commute_defect {A B : 𝔸} (hAY : Commute A (comm A (comm A B)))
    (hBY : Commute B (comm A (comm A B))) (hBZ : Commute B (comm B (comm B A))) :
    Commute A (comm B (comm B A)) ∧ Commute (defect A B) (A + B) := by
  have jacobi : A * comm B (comm B A) - comm B (comm B A) * A
      = -(B * comm A (comm A B) - comm A (comm A B) * B) := by
    simp only [comm]
    noncomm_ring
  have hAZ : Commute A (comm B (comm B A)) :=
    sub_eq_zero.mp (by rw [jacobi, hBY.eq, sub_self, neg_zero])
  exact ⟨hAZ, (((hAZ.smul_right _).sub_right (hAY.smul_right _)).add_left
    ((hBZ.smul_right _).sub_right (hBY.smul_right _))).symm⟩
```

## Evolution equations and moving exponentials

Completeness enters here. Both of the next lemmas show that a product has derivative zero and is therefore constant.

```lean
variable [CompleteSpace 𝔸]

/-- Propagation with `X` and propagation with `-X` undo each other. -/
theorem exp_mul_exp_neg (X : 𝔸) (t : ℂ) : exp (t • X) * exp (t • (-X)) = 1 := by
  have h : ∀ u : ℂ, HasDerivAt (fun u : ℂ => exp (u • X) * exp (u • (-X))) 0 u := fun u => by
    refine ((hasDerivAt_exp_smul_const X u).fun_mul
      (hasDerivAt_exp_smul_const' (-X) u)).congr_deriv ?_
    rw [neg_mul, mul_neg, mul_assoc, add_neg_cancel]
  simpa using is_const_of_deriv_eq_zero (fun u => (h u).differentiableAt)
    (fun u => (h u).deriv) t 0

/-- The evolution equation `F' = X F` has only the solution `F(t) = exp(tX) F(0)`. -/
theorem eq_exp_mul_of_hasDerivAt {X : 𝔸} {F : ℂ → 𝔸}
    (hF : ∀ t, HasDerivAt F (X * F t) t) (t : ℂ) : F t = exp (t • X) * F 0 := by
  have h : ∀ u : ℂ, HasDerivAt (fun u : ℂ => exp (u • (-X)) * F u) 0 u := fun u => by
    refine ((hasDerivAt_exp_smul_const (-X) u).fun_mul (hF u)).congr_deriv ?_
    rw [mul_neg, neg_mul, mul_assoc, neg_add_cancel]
  have hc : exp (t • (-X)) * F t = F 0 := by
    simpa using is_const_of_deriv_eq_zero (fun u => (h u).differentiableAt)
      (fun u => (h u).deriv) t 0
  rw [← hc, ← mul_assoc, exp_mul_exp_neg, one_mul]
```

The terminating Hadamard formula follows by checking that its right-hand side solves \(G'=XG\). `linear_combination` inserts the commutation hypothesis, and `module` compares the remaining terms.

```lean
/-- Terminating Hadamard formula: if `[X,[X,V]]` commutes with `X`, then moving `exp(sX)`
past `V` turns `V` into `V + s[X,V] + s²[X,[X,V]]/2`. -/
theorem exp_mul_eq (X V : 𝔸) (h : Commute X (comm X (comm X V))) (s : ℂ) :
    exp (s • X) * V
      = (V + s • comm X V + (s ^ 2 / 2) • comm X (comm X V)) * exp (s • X) := by
  -- the right-hand side solves `F' = X F`
  have hF : ∀ u : ℂ, HasDerivAt
      (fun u : ℂ => (V + u • comm X V + (u ^ 2 / 2) • comm X (comm X V)) * exp (u • X))
      (X * ((V + u • comm X V + (u ^ 2 / 2) • comm X (comm X V)) * exp (u • X))) u := fun u => by
    have hp : HasDerivAt (fun u : ℂ => V + u • comm X V + (u ^ 2 / 2) • comm X (comm X V))
        (comm X V + u • comm X (comm X V)) u := by
      refine ((((hasDerivAt_id' u).smul_const (comm X V)).const_add V).fun_add
        (((hasDerivAt_pow 2 u).div_const 2).smul_const (comm X (comm X V)))).congr_deriv ?_
      simp
    refine (hp.fun_mul (hasDerivAt_exp_smul_const' X u)).congr_deriv ?_
    linear_combination (norm := (simp only [comm, mul_add, add_mul, mul_sub, sub_mul,
      mul_smul_comm, smul_mul_assoc, mul_assoc]; module))
      (-(u ^ 2 / 2)) • (h.eq * exp (u • X))
  simpa using (eq_exp_mul_of_hasDerivAt hF s).symm
```

When \([X,V]=0\), only \(V\) survives in \(P\).

```lean
/-- If `X` commutes with `V`, so does the propagator `exp(sX)`. -/
theorem commute_exp {X V : 𝔸} (h : Commute X V) (s : ℂ) : Commute (exp (s • X)) V := by
  have h0 : comm X V = 0 := sub_eq_zero.mpr h.eq
  have h1 : comm X (0 : 𝔸) = 0 := by simp [comm]
  have h2 := exp_mul_eq X V (by rw [h0, h1]; exact Commute.zero_right X) s
  rw [h0, h1, smul_zero, smul_zero, add_zero, add_zero] at h2
  exact h2
```

The chain rule handles the clocks \(t/2\) and \(t^3\).

```lean
/-- Chain rule for a propagator whose time is a differentiable function `f`. -/
theorem hasDerivAt_exp_clock (X : 𝔸) {f : ℂ → ℂ} {f' u : ℂ} (hf : HasDerivAt f f' u) :
    HasDerivAt (fun v => exp (f v • X)) (f' • (X * exp (f u • X))) u :=
  (hasDerivAt_exp_smul_const' X (f u)).scomp u hf
```

## The generator of the Strang step

Here `h1`, `h2` and `h3` are the three displayed moving rules, while `h4` and `h5` move \(e^{tA/2}\) past \(A\) and \(Z\). The exponentials are replaced by letters, and the final combination adds the rules with the coefficients of the hand calculation.

```lean
/-- If `[A,[A,B]]` commutes with `A` and `B`, and `[B,[B,A]]` commutes with `B`, the Strang
step obeys an evolution equation with generator `A + B + 3t² defect`. -/
theorem hasDerivAt_strang {A B : 𝔸} (hAY : Commute A (comm A (comm A B)))
    (hBY : Commute B (comm A (comm A B))) (hBZ : Commute B (comm B (comm B A))) (t : ℂ) :
    HasDerivAt (strang A B) ((A + B + (3 * t ^ 2) • defect A B) * strang A B t) t := by
  have dA : HasDerivAt (fun u : ℂ => exp ((u / 2) • A))
      ((1 / 2 : ℂ) • (A * exp ((t / 2) • A))) t :=
    hasDerivAt_exp_clock A (f := fun u => u / 2) ((hasDerivAt_id' t).div_const 2)
  -- rules for moving `A`, `B` and their commutators to the left of the exponentials
  have h1 := exp_mul_eq A B hAY (t / 2)
  have h2 := exp_mul_eq B A hBZ t
  have hY0 : comm A (comm A (comm A B)) = 0 := sub_eq_zero.mpr hAY.eq
  have h3 := exp_mul_eq A (comm A B) (by rw [hY0]; simp) (t / 2)
  rw [hY0, smul_zero, add_zero] at h3
  have h4 := (commute_exp (Commute.refl A) (t / 2)).eq
  have h5 := (commute_exp (commute_defect hAY hBY hBZ).1 (t / 2)).eq
  have hC : comm B A = -comm A B := by simp [comm]
  refine ((dA.fun_mul (hasDerivAt_exp_smul_const' B t)).fun_mul dA).congr_deriv ?_
  simp only [strang, defect]
  generalize exp ((t / 2) • A) = e at h1 h3 h4 h5 ⊢
  generalize exp (t • B) = b at h2 ⊢
  -- the terms linear in `[A,B]` cancel
  linear_combination (norm := (simp only [mul_add, add_mul, sub_mul, mul_neg, neg_mul,
    mul_smul_comm, smul_mul_assoc, mul_assoc]; module))
    h1 * (b * e) + (1 / 2 : ℂ) • (e * h2 * e) + (1 / 2 : ℂ) • (h4 * (b * e))
      + (t / 2) • (e * hC * (b * e)) - (t / 2) • (h3 * (b * e)) + (t ^ 2 / 4) • (h5 * (b * e))
```

## The exact factorisation and its effect on observables

In the main theorem `hK` is the equation for \(K\).

```lean
/-- Strang exactness: if `[A,[A,B]]` commutes with `A` and `B`, and `[B,[B,A]]` commutes with
`B`, the Strang step is the exact propagator times `exp(t³([B,[B,A]]/12 - [A,[A,B]]/24))`. -/
theorem strang_eq {A B : 𝔸} (hAY : Commute A (comm A (comm A B)))
    (hBY : Commute B (comm A (comm A B))) (hBZ : Commute B (comm B (comm B A))) (t : ℂ) :
    strang A B t = exp (t • (A + B)) * exp (t ^ 3 • defect A B) := by
  have hW := (commute_defect hAY hBY hBZ).2
  -- with the defect factor removed, the step obeys the exact evolution equation
  have hK : ∀ u : ℂ, HasDerivAt (fun u : ℂ => exp (u ^ 3 • (-defect A B)) * strang A B u)
      ((A + B) * (exp (u ^ 3 • (-defect A B)) * strang A B u)) u := fun u => by
    have d : HasDerivAt (fun v : ℂ => exp (v ^ 3 • (-defect A B)))
        ((3 * u ^ 2) • (-defect A B * exp (u ^ 3 • (-defect A B)))) u :=
      hasDerivAt_exp_clock _ (f := fun v => v ^ 3) (by simpa using hasDerivAt_pow 3 u)
    have g1 := (commute_exp hW.neg_left (u ^ 3)).eq
    have g2 := (commute_exp (Commute.refl (defect A B)).neg_left (u ^ 3)).eq
    refine (d.fun_mul (hasDerivAt_strang hAY hBY hBZ u)).congr_deriv ?_
    linear_combination (norm := (simp only [mul_add, add_mul, neg_mul, mul_smul_comm,
      smul_mul_assoc, mul_assoc]; module))
      g1 * strang A B u + (3 * u ^ 2) • (g2 * strang A B u)
  have h := eq_exp_mul_of_hasDerivAt hK t
  have h0 : exp ((0 : ℂ) ^ 3 • (-defect A B)) * strang A B 0 = 1 := by simp [strang]
  rw [h0, mul_one] at h
  rw [(commute_exp (commute_exp hW (t ^ 3)).symm t).eq, ← h, ← mul_assoc,
    exp_mul_exp_neg, one_mul]
```

If an observable \(O\) commutes with \(D\), the error factor drops out of its conjugation by the step. The textbook Heisenberg evolution \(e^{i\tau H}Oe^{-i\tau H}\), with \(H=A+B\), corresponds to \(t=i\tau\) here.

```lean
/-- If `[A,[A,B]]` commutes with `A` and `B`, and `[B,[B,A]]` commutes with `B`, then moving a
Strang step past an observable `O` that commutes with the defect turns `O` into its exact evolution
`exp(t(A+B)) O exp(-t(A+B))`. -/
theorem strang_heisenberg {A B O : 𝔸} (hAY : Commute A (comm A (comm A B)))
    (hBY : Commute B (comm A (comm A B))) (hBZ : Commute B (comm B (comm B A)))
    (hO : Commute (defect A B) O) (t : ℂ) :
    strang A B t * O
      = exp (t • (A + B)) * O * exp (t • (-(A + B))) * strang A B t := by
  have h := exp_mul_exp_neg (-(A + B)) t
  rw [neg_neg] at h
  rw [strang_eq hAY hBY hBZ, mul_assoc (exp (t • (A + B))) _ O, (commute_exp hO _).eq,
    mul_assoc (_ * O), ← mul_assoc (exp (t • (-(A + B)))), h, one_mul, mul_assoc]
```

## Matrices with both double commutators nonzero

`exA` and `exB` are the matrices \(A\) and \(B\) of the numerical instance.

```lean
/-- A nilpotent 4 by 4 matrix, the first generator of the example. -/
def exA : Matrix (Fin 4) (Fin 4) ℂ := !![0, 1, 0, 0; 0, 0, 0, 0; 0, 0, 0, 1; 0, 0, 0, 0]

/-- A nilpotent 4 by 4 matrix, the second generator of the example. -/
def exB : Matrix (Fin 4) (Fin 4) ℂ := !![0, 1, 0, 0; 0, 0, 1, 0; 0, 0, 0, 0; 0, 0, 0, 0]
```

The theorem confirms \(Y\), \(Z\) and the three relations entry by entry, so for general matrices the hypotheses do not force either double commutator to vanish. For Hermitian matrices they do, as shown above.

```lean
/-- The matrices `exA` and `exB` satisfy the three commutation relations, and both double
commutators are nonzero, with the single entries `-2` and `1` in the upper right corner. -/
theorem strang_witness :
    comm exA (comm exA exB) = !![0, 0, 0, -2; 0, 0, 0, 0; 0, 0, 0, 0; 0, 0, 0, 0] ∧
    comm exB (comm exB exA) = !![0, 0, 0, 1; 0, 0, 0, 0; 0, 0, 0, 0; 0, 0, 0, 0] ∧
    Commute exA (comm exA (comm exA exB)) ∧ Commute exB (comm exA (comm exA exB)) ∧
    Commute exB (comm exB (comm exB exA)) := by
  have c : comm exA exB = !![0, 0, 1, 0; 0, 0, 0, -1; 0, 0, 0, 0; 0, 0, 0, 0] ∧
      comm exB exA = !![0, 0, -1, 0; 0, 0, 0, 1; 0, 0, 0, 0; 0, 0, 0, 0] := by
    constructor <;>
    · ext i j
      fin_cases i <;> fin_cases j <;>
        norm_num [comm, exA, exB, Matrix.mul_apply, Fin.sum_univ_succ]
  have d : comm exA (comm exA exB) = !![0, 0, 0, -2; 0, 0, 0, 0; 0, 0, 0, 0; 0, 0, 0, 0] ∧
      comm exB (comm exB exA) = !![0, 0, 0, 1; 0, 0, 0, 0; 0, 0, 0, 0; 0, 0, 0, 0] := by
    rw [c.1, c.2]
    constructor <;>
    · ext i j
      fin_cases i <;> fin_cases j <;>
        norm_num [comm, exA, exB, Matrix.mul_apply, Fin.sum_univ_succ]
  rw [d.1, d.2]
  refine ⟨rfl, rfl, ?_, ?_, ?_⟩ <;>
  · ext i j
    fin_cases i <;> fin_cases j <;>
      norm_num [exA, exB, Matrix.mul_apply, Fin.sum_univ_succ]

end StrangExactness
```

```lean
#print axioms StrangExactness.strang_heisenberg
-- 'StrangExactness.strang_heisenberg' depends on axioms: [propext, Classical.choice, Quot.sound]
```
